# Spin–orbit criterion for the screw symmetry of a commensurate spin spiral on a ring

Take a ring of three sites with the same hopping between all neighbours and an exchange field in the $xy$ plane that turns by $q=2\pi/3$ from each site to the next. Let $S$ shift a state by one site and rotate its spin by $q$ about $z$. Without spin–orbit coupling, $S$ commutes with the Hamiltonian $H$. Now add a spin–orbit hopping $i\lambda\sigma_x$ from each site to the one before it, with the adjoint $-i\lambda\sigma_x$ in the other direction, and let $\psi$ be a spin-up electron on site 0. At that site $[S,H]\psi$ is $-\sqrt3\,\lambda\,(0,1)^T$: the rotation about $z$ does not preserve $\sigma_x$, and a spin-down amplitude is left over.

On a ring of $N$ sites with spinors $\psi_j$, let $t$ be the spin-independent hopping, $\lambda$ the spin–orbit strength, $d$ a real vector that gives the spin axis of the spin–orbit hopping, $\Delta$ the strength of the exchange field and $q$ its turn per site, all real. For $j=0,\dots,N-1$, with neighbours taken around the ring, let

$$(H\psi)_j=T\psi_{j+1}+T^\dagger\psi_{j-1}+B(qj)\psi_j,\qquad (S\psi)_j=R\,\psi_{j-1},$$

with $T=t+i\lambda\,d\cdot\sigma$, $B(x)=\Delta(\cos x\,\sigma_x+\sin x\,\sigma_y)$ and $R=e^{-iq\sigma_z/2}$. If $qN$ is an integer multiple of $2\pi$, then

$$([S,H]\psi)_j=K(\psi_j-\psi_{j-2}),\qquad K=2i\lambda\sin\tfrac q2\,(d_x\sigma_y-d_y\sigma_x).$$

Under the same condition on $qN$, and for $N\ge3$, $S$ and $H$ commute if and only if $\lambda\sin(q/2)d_x=\lambda\sin(q/2)d_y=0$.

## Spirals in the chemical unit cell

A code that treats a spin spiral in the chemical unit cell, through the generalised Bloch theorem, relies on $[S,H]=0$. For a non-interacting ring with one orbital per site, the criterion identifies the spin–orbit hopping that breaks this assumption: the components of $d$ in the plane of the spiral.

A two-site ring cannot reveal the breaking. Both neighbours are then the same site, and the hopping adds up to $T+T^\dagger=2t$.

## From the spin rotation to the commutator

Since $\sigma_z^2=1$, $R=\cos\frac q2-i\sin\frac q2\,\sigma_z$.

**Field.** $\sigma_z$ anticommutes with $\sigma_x$ and $\sigma_y$, so $B(x)R^{-1}=RB(x)$ and

$$RB(x)R^{-1}=R^2B(x)=(\cos q-i\sin q\,\sigma_z)B(x).$$

With $-i\sigma_z\sigma_x=\sigma_y$ and $-i\sigma_z\sigma_y=-\sigma_x$, the addition formulas give $B(x+q)$. From site $N-1$ to site 0 the angle changes by $q-qN$, which equals $q$ modulo $2\pi$. Hence $RB_{j-1}=B_jR$ all around the ring, where $B_j=B(qj)$.

**Hopping.** Only the $\sigma_z$ part of $R$ contributes:

$$[R,T]=\lambda\sin\tfrac q2\,[\sigma_z,d\cdot\sigma]=K,$$

because $[\sigma_z,\sigma_x]=2i\sigma_y$ and $[\sigma_z,\sigma_y]=-2i\sigma_x$. Taking the adjoint of $T$ reverses $\lambda$, so $[R,T^\dagger]=-K$.

**Sum.** The two products are

$$(SH\psi)_j=RT\psi_j+RT^\dagger\psi_{j-2}+RB_{j-1}\psi_{j-1},$$
$$(HS\psi)_j=TR\psi_j+T^\dagger R\psi_{j-2}+B_jR\psi_{j-1}.$$

The field terms cancel in the difference, leaving $K(\psi_j-\psi_{j-2})$.

**Criterion.** If $\lambda\sin\frac q2d_x$ and $\lambda\sin\frac q2d_y$ both vanish, $K=0$ and the operators commute. Conversely, let $N\ge3$ and put a spin-up electron on site 0. Sites $0$ and $-2$ differ, so commutation gives $K(1,0)^T=0$. With $a=\lambda\sin\frac q2d_x$ and $b=\lambda\sin\frac q2d_y$, the lower component is $-2a-2ib$; both are real, so both vanish.

## The Lean file

```lean
import Mathlib

open Matrix
open Complex (I)

namespace SpinSpiralRing

noncomputable section

/-- The Pauli matrix `σ_x`. -/
def σx : Matrix (Fin 2) (Fin 2) ℂ := !![0, 1; 1, 0]

/-- The Pauli matrix `σ_y`. -/
def σy : Matrix (Fin 2) (Fin 2) ℂ := !![0, -I; I, 0]

/-- The Pauli matrix `σ_z`. -/
def σz : Matrix (Fin 2) (Fin 2) ℂ := !![1, 0; 0, -1]

/-- The hopping block `t + i λ d·σ`, with spin-orbit strength `lam` and real vector `d`. -/
def hop (t lam : ℝ) (d : Fin 3 → ℝ) : Matrix (Fin 2) (Fin 2) ℂ :=
  (t : ℂ) • 1 + (I * (lam : ℂ)) • ((d 0 : ℂ) • σx + (d 1 : ℂ) • σy + (d 2 : ℂ) • σz)

/-- The exchange field of strength `Δ` pointing in the `xy` plane at angle `x`. -/
def exchangeField (Δ x : ℝ) : Matrix (Fin 2) (Fin 2) ℂ :=
  (Δ : ℂ) • (((Real.cos x : ℝ) : ℂ) • σx + ((Real.sin x : ℝ) : ℂ) • σy)

/-- The spin rotation `exp(-i q σ_z / 2)`. -/
def spinRot (q : ℝ) : Matrix (Fin 2) (Fin 2) ℂ :=
  NormedSpace.exp ((-(I * ((q / 2 : ℝ) : ℂ))) • σz)

/-- The Hamiltonian of a spin spiral on a ring of `N` sites: hopping to both neighbours
with spin-orbit coupling, and an exchange field at angle `q j` on site `j`. -/
def hamiltonian (N : ℕ) (t lam Δ q : ℝ) (d : Fin 3 → ℝ) :
    Module.End ℂ (ZMod N → Fin 2 → ℂ) where
  toFun ψ j := hop t lam d *ᵥ ψ (j + 1) + (hop t lam d)ᴴ *ᵥ ψ (j - 1)
    + exchangeField Δ (q * (j.val : ℝ)) *ᵥ ψ j
  map_add' φ ψ := by
    funext j
    simp only [Pi.add_apply, Matrix.mulVec_add]
    abel
  map_smul' c ψ := by
    funext j
    simp only [Pi.smul_apply, Matrix.mulVec_smul, smul_add, RingHom.id_apply]

/-- The screw operation: shift by one site together with the spin rotation by `q`. -/
def screw (N : ℕ) (q : ℝ) : Module.End ℂ (ZMod N → Fin 2 → ℂ) where
  toFun ψ j := spinRot q *ᵥ ψ (j - 1)
  map_add' φ ψ := by
    funext j
    simp only [Pi.add_apply, Matrix.mulVec_add]
  map_smul' c ψ := by
    funext j
    simp only [Pi.smul_apply, Matrix.mulVec_smul, RingHom.id_apply]

/-- The matrix `2 i λ sin(q/2) (d_x σ_y - d_y σ_x)`. -/
def defect (q lam : ℝ) (d : Fin 3 → ℝ) : Matrix (Fin 2) (Fin 2) ℂ :=
  (2 * I) • (((lam * Real.sin (q / 2) * d 0 : ℝ) : ℂ) • σy
    - ((lam * Real.sin (q / 2) * d 1 : ℝ) : ℂ) • σx)

/-- The spin rotation is diagonal, with entries `cos(q/2) ∓ i sin(q/2)`. -/
theorem spinRot_eq (q : ℝ) :
    spinRot q = !![((Real.cos (q / 2) : ℝ) : ℂ) - I * ((Real.sin (q / 2) : ℝ) : ℂ), 0;
      0, ((Real.cos (q / 2) : ℝ) : ℂ) + I * ((Real.sin (q / 2) : ℝ) : ℂ)] := by
  unfold spinRot
  generalize q / 2 = y
  have h : (-(I * (y : ℂ))) • σz = Matrix.diagonal ![-(I * (y : ℂ)), I * (y : ℂ)] := by
    ext i j
    fin_cases i <;> fin_cases j <;> simp [σz]
  have h1 : Complex.exp (-(I * (y : ℂ)))
      = ((Real.cos y : ℝ) : ℂ) - I * ((Real.sin y : ℝ) : ℂ) := by
    rw [show -(I * (y : ℂ)) = (-(y : ℂ)) * I by ring, Complex.exp_mul_I, Complex.cos_neg,
      Complex.sin_neg, Complex.ofReal_cos, Complex.ofReal_sin]
    ring
  have h2 : Complex.exp (I * (y : ℂ))
      = ((Real.cos y : ℝ) : ℂ) + I * ((Real.sin y : ℝ) : ℂ) := by
    rw [mul_comm I (y : ℂ), Complex.exp_mul_I, Complex.ofReal_cos, Complex.ofReal_sin]
    ring
  rw [h, Matrix.exp_diagonal, Pi.exp_def]
  ext i j
  fin_cases i <;> fin_cases j
  · exact (congrFun Complex.exp_eq_exp_ℂ _).symm.trans h1
  · simp
  · simp
  · exact (congrFun Complex.exp_eq_exp_ℂ _).symm.trans h2

/-- The spin rotation by `q` carries the exchange field at angle `x` to angle `x + q`. -/
theorem spinRot_mul_exchangeField (Δ q x : ℝ) :
    spinRot q * exchangeField Δ x = exchangeField Δ (x + q) * spinRot q := by
  have h1 := Real.sin_sq_add_cos_sq (q / 2)
  have hc := Real.cos_add (q / 2) (q / 2)
  have hs := Real.sin_add (q / 2) (q / 2)
  rw [add_halves] at hc hs
  rw [spinRot_eq]
  unfold exchangeField
  rw [Real.cos_add, Real.sin_add, hc, hs]
  generalize Real.cos (q / 2) = c at h1 ⊢
  generalize Real.sin (q / 2) = s at h1 ⊢
  generalize Real.cos x = a
  generalize Real.sin x = b
  -- only the two off-diagonal entries survive
  ext i j
  fin_cases i <;> fin_cases j <;> apply Complex.ext <;>
    simp [σx, σy, Matrix.mul_apply, Fin.sum_univ_succ]
  · linear_combination (-Δ * (a * c - b * s)) * h1
  · linear_combination (Δ * (a * s + b * c)) * h1
  · linear_combination (-Δ * (a * c - b * s)) * h1
  · linear_combination (-Δ * (a * s + b * c)) * h1

/-- If `q N` is a multiple of `2π`, the exchange field turns by `q` from each site of the
ring to the next, including across the seam. -/
theorem exchangeField_succ {N : ℕ} [NeZero N] (Δ q : ℝ) (m : ℤ)
    (hq : q * N = m * (2 * Real.pi)) (k : ZMod N) :
    exchangeField Δ (q * ((k + 1).val : ℝ)) = exchangeField Δ (q * (k.val : ℝ) + q) := by
  have hv : (k + 1).val = (k.val + 1) % N := by
    rw [ZMod.val_add, ZMod.val_one_eq_one_mod, Nat.add_mod_mod]
  have hd : (N : ℝ) * (((k.val + 1) / N : ℕ) : ℝ) + ((k + 1).val : ℝ) = (k.val : ℝ) + 1 := by
    rw [hv]
    exact_mod_cast Nat.div_add_mod (k.val + 1) N
  have e : q * ((k + 1).val : ℝ) = q * (k.val : ℝ) + q
      - ((m * (((k.val + 1) / N : ℕ) : ℤ) : ℤ) : ℝ) * (2 * Real.pi) := by
    rw [Int.cast_mul, Int.cast_natCast]
    linear_combination q * hd - (((k.val + 1) / N : ℕ) : ℝ) * hq
  unfold exchangeField
  rw [e, Real.cos_sub_int_mul_two_pi, Real.sin_sub_int_mul_two_pi]

/-- The adjoint of the hopping block is the block with reversed spin-orbit coupling. -/
theorem hop_conjTranspose (t lam : ℝ) (d : Fin 3 → ℝ) :
    (hop t lam d)ᴴ = hop t (-lam) d := by
  ext i j
  fin_cases i <;> fin_cases j <;> apply Complex.ext <;> simp [hop, σx, σy, σz]

/-- The commutator of the spin rotation with the hopping block is
`2 i λ sin(q/2) (d_x σ_y - d_y σ_x)`. -/
theorem spinRot_hop_commutator (q t lam : ℝ) (d : Fin 3 → ℝ) :
    spinRot q * hop t lam d - hop t lam d * spinRot q = defect q lam d := by
  -- the hopping block written out in components
  have hh : hop t lam d = !![(t : ℂ) + I * lam * d 2, I * lam * d 0 + lam * d 1;
      I * lam * d 0 - lam * d 1, (t : ℂ) - I * lam * d 2] := by
    ext i j
    fin_cases i <;> fin_cases j <;> apply Complex.ext <;> simp [hop, σx, σy, σz]
  rw [spinRot_eq, hh, Matrix.mul_fin_two, Matrix.mul_fin_two]
  unfold defect
  generalize Real.cos (q / 2) = c
  generalize Real.sin (q / 2) = s
  ext i j
  fin_cases i <;> fin_cases j <;> apply Complex.ext <;>
    simp [σx, σy] <;> ring

/-- If `q N` is an integer multiple of `2π`, the commutator of screw and Hamiltonian, applied to
`ψ`, has at site `j` the value `2 i λ sin(q/2) (d_x σ_y - d_y σ_x) (ψ_j - ψ_(j-2))`. -/
theorem screw_commutator_apply {N : ℕ} [NeZero N] (t lam Δ q : ℝ) (d : Fin 3 → ℝ) (m : ℤ)
    (hq : q * N = m * (2 * Real.pi)) (ψ : ZMod N → Fin 2 → ℂ) (j : ZMod N) :
    screw N q (hamiltonian N t lam Δ q d ψ) j - hamiltonian N t lam Δ q d (screw N q ψ) j
      = defect q lam d *ᵥ (ψ j - ψ (j - 2)) := by
  -- the exchange field drops out
  have hB : spinRot q * exchangeField Δ (q * ((j - 1).val : ℝ))
      = exchangeField Δ (q * (j.val : ℝ)) * spinRot q := by
    have h := exchangeField_succ Δ q m hq (j - 1)
    rw [sub_add_cancel] at h
    rw [h, spinRot_mul_exchangeField]
  -- the two hopping directions contribute with opposite signs
  have hT := spinRot_hop_commutator q t lam d
  have hT' : (hop t lam d)ᴴ * spinRot q - spinRot q * (hop t lam d)ᴴ = defect q lam d := by
    have hneg : defect q (-lam) d = -defect q lam d := by
      unfold defect
      push_cast
      module
    rw [hop_conjTranspose, ← neg_sub (spinRot q * hop t (-lam) d),
      spinRot_hop_commutator, hneg, neg_neg]
  change spinRot q *ᵥ (hop t lam d *ᵥ ψ (j - 1 + 1) + (hop t lam d)ᴴ *ᵥ ψ (j - 1 - 1)
      + exchangeField Δ (q * ((j - 1).val : ℝ)) *ᵥ ψ (j - 1))
    - (hop t lam d *ᵥ (spinRot q *ᵥ ψ (j + 1 - 1))
      + (hop t lam d)ᴴ *ᵥ (spinRot q *ᵥ ψ (j - 1 - 1))
      + exchangeField Δ (q * (j.val : ℝ)) *ᵥ (spinRot q *ᵥ ψ (j - 1))) = _
  rw [sub_add_cancel, add_sub_cancel_right, show j - 1 - 1 = j - 2 by ring]
  simp only [Matrix.mulVec_add, Matrix.mulVec_mulVec, hB]
  have e1 := congrArg (fun M => M *ᵥ ψ j) hT
  have e2 := congrArg (fun M => M *ᵥ ψ (j - 2)) hT'
  simp only [Matrix.sub_mulVec] at e1 e2
  rw [Matrix.mulVec_sub, ← e1, ← e2]
  abel

/-- On a ring of at least three sites that fits the spiral, the screw operation commutes with
the Hamiltonian if and only if `λ sin(q/2) d_x` and `λ sin(q/2) d_y` both vanish. -/
theorem screw_commute_iff {N : ℕ} (hN : 3 ≤ N) (t lam Δ q : ℝ) (d : Fin 3 → ℝ) (m : ℤ)
    (hq : q * N = m * (2 * Real.pi)) :
    Commute (screw N q) (hamiltonian N t lam Δ q d) ↔
      lam * Real.sin (q / 2) * d 0 = 0 ∧ lam * Real.sin (q / 2) * d 1 = 0 := by
  have : NeZero N := ⟨by omega⟩
  constructor
  · intro h
    have h2 : (0 : ZMod N) - 2 ≠ 0 := by
      intro h0
      have h3 : ((2 : ℕ) : ZMod N) = 0 := by
        push_cast
        linear_combination -h0
      have h4 := Nat.le_of_dvd (by norm_num) ((CharP.cast_eq_zero_iff (ZMod N) N 2).1 h3)
      omega
    -- test on a spin-up electron localised at site 0
    let ψ : ZMod N → Fin 2 → ℂ := fun j => if j = 0 then ![1, 0] else 0
    have hc := congrFun (LinearMap.congr_fun h.eq ψ) 0
    have hK := (screw_commutator_apply t lam Δ q d m hq ψ 0).symm.trans (sub_eq_zero.2 hc)
    have hψ : ψ 0 - ψ (0 - 2) = ![1, 0] := by
      simp only [ψ, if_neg h2, if_true, sub_zero]
    rw [hψ] at hK
    unfold defect at hK
    generalize lam * Real.sin (q / 2) * d 0 = a at hK ⊢
    generalize lam * Real.sin (q / 2) * d 1 = b at hK ⊢
    have h1 := congrFun hK 1
    have hre := congrArg Complex.re h1
    have him := congrArg Complex.im h1
    simp [σx, σy, Matrix.mulVec, dotProduct, Fin.sum_univ_succ] at hre him
    exact ⟨by linarith, by linarith⟩
  · rintro ⟨h0, h1⟩
    have hK : defect q lam d = 0 := by
      unfold defect
      rw [h0, h1]
      simp
    refine LinearMap.ext fun ψ => funext fun j => sub_eq_zero.1 ?_
    refine (screw_commutator_apply t lam Δ q d m hq ψ j).trans ?_
    rw [hK, Matrix.zero_mulVec]

/-- On a ring of at least three sites that fits the spiral, with `λ ≠ 0` and `0 < q < 2π`, the screw
operation commutes with the Hamiltonian exactly when the vector `d` has no component in the plane of
the spiral. -/
theorem screw_commute_iff_axial {N : ℕ} (hN : 3 ≤ N) (t lam Δ q : ℝ) (d : Fin 3 → ℝ) (m : ℤ)
    (hq : q * N = m * (2 * Real.pi)) (hlam : lam ≠ 0) (h0 : 0 < q) (h1 : q < 2 * Real.pi) :
    Commute (screw N q) (hamiltonian N t lam Δ q d) ↔ d 0 = 0 ∧ d 1 = 0 := by
  have hs : Real.sin (q / 2) ≠ 0 :=
    (Real.sin_pos_of_pos_of_lt_pi (by linarith) (by linarith)).ne'
  rw [screw_commute_iff hN t lam Δ q d m hq, mul_eq_zero_iff_left (mul_ne_zero hlam hs),
    mul_eq_zero_iff_left (mul_ne_zero hlam hs)]

/-- On a ring of two sites with `q` a multiple of `π`, the screw operation commutes with the
Hamiltonian for every spin-orbit strength and every vector `d`. -/
theorem screw_commute_two_sites (t lam Δ q : ℝ) (d : Fin 3 → ℝ) (m : ℤ)
    (hq : q = m * Real.pi) :
    Commute (screw 2 q) (hamiltonian 2 t lam Δ q d) := by
  have hq' : q * (2 : ℕ) = m * (2 * Real.pi) := by
    rw [hq]
    push_cast
    ring
  refine LinearMap.ext fun ψ => funext fun j => sub_eq_zero.1 ?_
  refine (screw_commutator_apply t lam Δ q d m hq' ψ j).trans ?_
  -- two steps around the ring lead back to the same site
  rw [show (2 : ZMod 2) = 0 from rfl, sub_zero, sub_self, Matrix.mulVec_zero]

end

end SpinSpiralRing
```

```lean
#print axioms SpinSpiralRing.screw_commute_iff_axial
#print axioms SpinSpiralRing.screw_commute_two_sites
```

```
'SpinSpiralRing.screw_commute_iff_axial' depends on axioms: [propext, Classical.choice, Quot.sound]
'SpinSpiralRing.screw_commute_two_sites' depends on axioms: [propext, Classical.choice, Quot.sound]
```

## Scope of the checked criterion

States have type `ZMod N → Fin 2 → ℂ`: periodic sites, with spin up as component 0. The entries `d 0`, `d 1`, `d 2` are $d_x,d_y,d_z$, and `j.val` is the site number from $0$ to $N-1$. The hypothesis `hq` says that the spiral fits the ring with `m` turns. `Commute` means $SH=HS$ on all states.

`spinRot_eq` evaluates the matrix exponential. `spinRot_mul_exchangeField` checks the field rotation entry by entry, using $\sin^2+\cos^2=1$, and `exchangeField_succ` handles the seam by division with remainder. `spinRot_hop_commutator` and `hop_conjTranspose` supply $\pm K$; `screw_commutator_apply` assembles the formula for every $N\ge1$. `screw_commute_iff` tests it on the localised electron.

For $\lambda\ne0$ and $0<q<2\pi$, `screw_commute_iff_axial` reduces the criterion to $d_x=d_y=0$. `screw_commute_two_sites` shows that at $N=2$, with $q$ an integer multiple of $\pi$ so that the spiral fits, commutation holds for every $\lambda$ and $d$.

The block $T$ is postulated: it stands for spin-independent hopping plus time-reversal-invariant spin–orbit hopping, with the same $d$ on every bond. The field is also prescribed, not found self-consistently. The theorems settle when the symmetry holds; they do not construct the Bloch-form eigenstates that a code would then use, or estimate the energy error when it fails.
